# For independent antiphase boundaries of probability $p>0$ in a row of atoms of unit scattering strength, the mean half-order intensity per atom tends to $(1-p)/p$

At the exact half-order position, the intensity from a perfectly ordered row scales as $N^2$, with $N$ the number of atoms. If independent antiphase boundaries occur between neighbouring atoms with a fixed probability $0<p<1$, this scaling overestimates the mean intensity of a long row by a factor of order $N$. For large $N$ the mean intensity then grows only in proportion to $N$, with slope $(1-p)/p$ in units of the intensity from a single atom.

```lean
import Mathlib

open MeasureTheory ProbabilityTheory Filter Topology

namespace AntiphaseDisorder

noncomputable section

variable {Ω : Type*} [MeasurableSpace Ω]

/-- Random antiphase disorder: independent signs `e n`, each equal to `-1` (a boundary)
with probability `p` and to `1` otherwise. -/
structure IsAntiphaseDisorder (μ : Measure Ω) (e : ℕ → Ω → ℝ) (p : ℝ) : Prop where
  measurable : ∀ n, Measurable (e n)
  sign : ∀ n ω, e n ω = 1 ∨ e n ω = -1
  indep : iIndepFun e μ
  prob : ∀ n, μ.real {ω | e n ω = -1} = p

/-- The domain sign of atom `j` (counted from zero): the product of all signs up to `j`. -/
def domainSign (e : ℕ → Ω → ℝ) (j : ℕ) (ω : Ω) : ℝ :=
  ∏ i ∈ Finset.range (j + 1), e i ω

/-- The mean half-order intensity of `N` atoms of unit scattering strength: the expected
square of the sum of their domain signs. -/
def halfOrderIntensity (μ : Measure Ω) (e : ℕ → Ω → ℝ) (N : ℕ) : ℝ :=
  ∫ ω, (∑ j ∈ Finset.range N, domainSign e j ω) ^ 2 ∂μ

variable {μ : Measure Ω} [IsProbabilityMeasure μ] {e : ℕ → Ω → ℝ} {p : ℝ}

/-- In antiphase disorder with boundary probability `p`, each sign has mean `1 - 2p`. -/
theorem mean_sign (h : IsAntiphaseDisorder μ e p) (n : ℕ) :
    ∫ ω, e n ω ∂μ = 1 - 2 * p := by
  have hset : MeasurableSet {ω | e n ω = -1} :=
    h.measurable n (measurableSet_singleton (-1))
  have hi : Integrable (Set.indicator {ω | e n ω = -1} (1 : Ω → ℝ)) μ :=
    (integrable_const (1 : ℝ)).indicator hset
  -- a sign is one minus twice the indicator of a boundary
  have hfun : ∀ ω, e n ω = 1 - 2 * Set.indicator {ω | e n ω = -1} (1 : Ω → ℝ) ω := by
    intro ω
    rcases h.sign n ω with h1 | h1 <;> norm_num [Set.indicator_apply, h1]
  calc ∫ ω, e n ω ∂μ
      = ∫ ω, (1 - 2 * Set.indicator {ω | e n ω = -1} (1 : Ω → ℝ) ω) ∂μ :=
        integral_congr_ae (.of_forall hfun)
    _ = 1 - 2 * p := by
        rw [integral_sub (integrable_const _) (hi.const_mul 2), integral_const_mul,
          integral_indicator_one hset, h.prob n]
        simp

/-- In antiphase disorder, the mean of a product of signs over a finite set of sites is
`1 - 2p` to the power of the number of sites. -/
theorem mean_prod (h : IsAntiphaseDisorder μ e p) (s : Finset ℕ) :
    ∫ ω, ∏ i ∈ s, e i ω ∂μ = (1 - 2 * p) ^ s.card := by
  have hm := h.measurable
  induction s using Finset.induction_on with
  | empty => simp
  | insert a s ha ih =>
    have hind : IndepFun (∏ j ∈ s, e j) (e a) μ :=
      h.indep.indepFun_finsetProd_of_notMem hm ha
    have hs : (∏ j ∈ s, e j) = fun ω => ∏ j ∈ s, e j ω := by
      ext ω
      simp [Finset.prod_apply]
    rw [hs] at hind
    have hms : Measurable (fun ω => ∏ j ∈ s, e j ω) := by fun_prop
    calc ∫ ω, ∏ i ∈ insert a s, e i ω ∂μ
        = ∫ ω, e a ω * ∏ i ∈ s, e i ω ∂μ := by simp_rw [Finset.prod_insert ha]
      _ = (∫ ω, e a ω ∂μ) * ∫ ω, ∏ i ∈ s, e i ω ∂μ :=
          hind.symm.integral_fun_mul_eq_mul_integral
            (hm a).aestronglyMeasurable hms.aestronglyMeasurable
      _ = (1 - 2 * p) ^ (insert a s).card := by
          rw [mean_sign h, ih, Finset.card_insert_of_notMem ha, pow_succ']

omit [IsProbabilityMeasure μ] in
/-- In antiphase disorder every domain sign squares to one. -/
theorem domainSign_sq (h : IsAntiphaseDisorder μ e p) (j : ℕ) (ω : Ω) :
    domainSign e j ω ^ 2 = 1 := by
  rw [domainSign, ← Finset.prod_pow]
  refine Finset.prod_eq_one fun i _ => ?_
  rcases h.sign i ω with h1 | h1 <;> norm_num [h1]

/-- In antiphase disorder, the domain signs of two atoms `d` sites apart have correlation
`(1 - 2p) ^ d`. -/
theorem correlation (h : IsAntiphaseDisorder μ e p) (i d : ℕ) :
    ∫ ω, domainSign e i ω * domainSign e (i + d) ω ∂μ = (1 - 2 * p) ^ d := by
  -- the signs shared by both atoms square away
  have hpt : ∀ ω, domainSign e i ω * domainSign e (i + d) ω
      = ∏ k ∈ Finset.Ico (i + 1) (i + d + 1), e k ω := by
    intro ω
    have hsq := domainSign_sq h i ω
    unfold domainSign at *
    rw [← Finset.prod_range_mul_prod_Ico (fun k => e k ω)
      (show i + 1 ≤ i + d + 1 by omega), ← mul_assoc, ← sq, hsq, one_mul]
  simp_rw [hpt]
  rw [mean_prod h, Nat.card_Ico]
  congr 1
  omega

/-- In antiphase disorder, adding one atom to `N` atoms changes the mean half-order intensity by one
plus twice the sum of its correlations with the others. -/
theorem intensity_succ (h : IsAntiphaseDisorder μ e p) (N : ℕ) :
    halfOrderIntensity μ e (N + 1) = halfOrderIntensity μ e N
      + 2 * ∑ j ∈ Finset.range N, (1 - 2 * p) ^ (N - j) + 1 := by
  -- products of domain signs are bounded, hence integrable
  have hpair : ∀ i j, Integrable (fun ω => domainSign e i ω * domainSign e j ω) μ := by
    intro i j
    have hm := h.measurable
    have hmeas : Measurable (fun ω => domainSign e i ω * domainSign e j ω) := by
      unfold domainSign
      fun_prop
    refine Integrable.of_bound hmeas.aestronglyMeasurable 1 (.of_forall fun ω => ?_)
    rw [Real.norm_eq_abs]
    refine (sq_le_one_iff_abs_le_one _).1 ?_
    rw [mul_pow, domainSign_sq h i, domainSign_sq h j, one_mul]
  have hexp : ∀ ω, (∑ j ∈ Finset.range (N + 1), domainSign e j ω) ^ 2
      = (∑ j ∈ Finset.range N, domainSign e j ω) ^ 2
        + 2 * ∑ j ∈ Finset.range N, domainSign e j ω * domainSign e N ω + 1 := by
    intro ω
    rw [Finset.sum_range_succ, ← Finset.sum_mul]
    linear_combination domainSign_sq h N ω
  have hS : Integrable (fun ω => (∑ j ∈ Finset.range N, domainSign e j ω) ^ 2) μ := by
    simp_rw [sq, Finset.sum_mul_sum]
    exact integrable_finsetSum _ fun i _ => integrable_finsetSum _ fun j _ => hpair i j
  have hC : Integrable (fun ω => 2 * ∑ j ∈ Finset.range N,
      domainSign e j ω * domainSign e N ω) μ :=
    (integrable_finsetSum _ fun j _ => hpair j N).const_mul 2
  have hSC : Integrable (fun ω => (∑ j ∈ Finset.range N, domainSign e j ω) ^ 2
      + 2 * ∑ j ∈ Finset.range N, domainSign e j ω * domainSign e N ω) μ := hS.add hC
  have hcorr : ∑ j ∈ Finset.range N, ∫ ω, domainSign e j ω * domainSign e N ω ∂μ
      = ∑ j ∈ Finset.range N, (1 - 2 * p) ^ (N - j) := by
    refine Finset.sum_congr rfl fun j hj => ?_
    have hlt := Finset.mem_range.1 hj
    have hc := correlation h j (N - j)
    rwa [show j + (N - j) = N by omega] at hc
  unfold halfOrderIntensity
  simp_rw [hexp]
  rw [integral_add hSC (integrable_const _), integral_add hS hC, integral_const_mul,
    MeasureTheory.integral_finsetSum _ (fun j _ => hpair j N), hcorr]
  simp

/-- The exact mean half-order intensity of `N` atoms in antiphase disorder with boundary
probability `p > 0`. -/
theorem intensity_eq (h : IsAntiphaseDisorder μ e p) (hp : 0 < p) (N : ℕ) :
    halfOrderIntensity μ e N = N * (1 - p) / p
      - (1 - 2 * p) * (1 - (1 - 2 * p) ^ N) / (2 * p ^ 2) := by
  -- the geometric sum of correlations
  have hT : ∀ M : ℕ, ∑ j ∈ Finset.range M, (1 - 2 * p) ^ (M - j)
      = (1 - 2 * p) * (1 - (1 - 2 * p) ^ M) / (2 * p) := by
    intro M
    rw [eq_div_iff (by positivity)]
    induction M with
    | zero => simp
    | succ M ih =>
      rw [Finset.sum_range_succ']
      simp only [Nat.add_sub_add_right, Nat.sub_zero]
      linear_combination ih
  induction N with
  | zero => simp [halfOrderIntensity]
  | succ N ih =>
    rw [intensity_succ h, ih, hT]
    push_cast
    field_simp
    ring

/-- In antiphase disorder with boundary probability `p > 0`, the mean half-order intensity of `N`
atoms differs from `N (1 - p) / p` by at most `1 / p ^ 2`, whatever `N`. -/
theorem intensity_bound (h : IsAntiphaseDisorder μ e p) (hp : 0 < p) (N : ℕ) :
    |halfOrderIntensity μ e N - N * (1 - p) / p| ≤ 1 / p ^ 2 := by
  have hp1 : p ≤ 1 := by
    rw [← h.prob 0]
    exact measureReal_le_one
  have hq : |1 - 2 * p| ≤ 1 := abs_le.2 ⟨by linarith, by linarith⟩
  have hqN : |(1 - 2 * p) ^ N| ≤ 1 := by
    rw [abs_pow]
    exact pow_le_one₀ (abs_nonneg _) hq
  have hr : |1 - (1 - 2 * p) ^ N| ≤ 2 :=
    abs_le.2 ⟨by linarith [(abs_le.1 hqN).2], by linarith [(abs_le.1 hqN).1]⟩
  have hnum : |(1 - 2 * p) * (1 - (1 - 2 * p) ^ N)| ≤ 2 := by
    rw [abs_mul]
    nlinarith [abs_nonneg (1 - 2 * p), abs_nonneg (1 - (1 - 2 * p) ^ N)]
  rw [intensity_eq h hp, sub_sub_cancel_left, abs_neg, abs_div,
    abs_of_pos (show (0 : ℝ) < 2 * p ^ 2 by positivity),
    div_le_div_iff₀ (by positivity) (by positivity)]
  nlinarith [mul_le_mul_of_nonneg_right hnum (sq_nonneg p)]

/-- For independent antiphase boundaries of probability `p > 0`, the mean half-order intensity
per atom tends to `(1 - p) / p` as the number of atoms grows. -/
theorem intensity_per_atom_tendsto (h : IsAntiphaseDisorder μ e p) (hp : 0 < p) :
    Tendsto (fun N : ℕ => halfOrderIntensity μ e N / N) atTop (𝓝 ((1 - p) / p)) := by
  rw [tendsto_iff_norm_sub_tendsto_zero]
  refine squeeze_zero' (.of_forall fun N => norm_nonneg _) ?_
    (tendsto_const_div_atTop_nhds_zero_nat (1 / p ^ 2))
  filter_upwards [eventually_gt_atTop 0] with N hN0
  have hN : (0 : ℝ) < N := Nat.cast_pos.2 hN0
  have hb := intensity_bound h hp N
  have hdiv : halfOrderIntensity μ e N / N - (1 - p) / p
      = (halfOrderIntensity μ e N - N * (1 - p) / p) / N := by
    rw [sub_div (halfOrderIntensity μ e N), mul_div_assoc, mul_div_cancel_left₀ _ hN.ne']
  rw [hdiv, Real.norm_eq_abs, abs_div, abs_of_pos hN]
  gcongr

/-- With boundary probability zero, the mean half-order intensity of `N` atoms is `N ^ 2`. -/
theorem intensity_ordered (h : IsAntiphaseDisorder μ e 0) (N : ℕ) :
    halfOrderIntensity μ e N = (N : ℝ) ^ 2 := by
  induction N with
  | zero => simp [halfOrderIntensity]
  | succ N ih =>
    have hT : ∑ j ∈ Finset.range N, (1 - 2 * (0 : ℝ)) ^ (N - j) = N := by simp
    rw [intensity_succ h, ih, hT]
    push_cast
    ring

/-- A biased coin that shows `true` (a boundary) with probability `p`. -/
def coin (p : unitInterval) : Measure Bool :=
  ENNReal.ofReal p • Measure.dirac true + ENNReal.ofReal (1 - p) • Measure.dirac false

instance (p : unitInterval) : IsProbabilityMeasure (coin p) := ⟨by
  have h1 : (0 : ℝ) ≤ 1 - p := sub_nonneg.2 p.2.2
  simp [coin, ← ENNReal.ofReal_add p.2.1 h1]⟩

/-- The sign of a coin: `-1` for a boundary, `1` otherwise. -/
def coinSign (b : Bool) : ℝ := if b then -1 else 1

/-- An infinite row of independent biased coins realises antiphase disorder for every boundary
probability `p` between zero and one. -/
theorem isAntiphaseDisorder_witness (p : unitInterval) :
    IsAntiphaseDisorder (Measure.infinitePi fun _ : ℕ => coin p)
      (fun n ω => coinSign (ω n)) p := by
  have hm : Measurable coinSign := .of_discrete
  refine ⟨fun n => hm.comp (measurable_pi_apply n), fun n ω => ?_,
    iIndepFun_infinitePi (X := fun _ => coinSign) (fun _ => hm), fun n => ?_⟩
  · cases ω n <;> simp [coinSign]
  · have hpre := measurePreserving_eval_infinitePi (fun _ : ℕ => coin p) n
    have hset : {ω : ℕ → Bool | coinSign (ω n) = -1}
        = (Function.eval n : (ℕ → Bool) → Bool) ⁻¹' ({true} : Set Bool) := by
      ext ω
      cases hb : ω n <;> norm_num [coinSign, hb]
    change (Measure.infinitePi fun _ : ℕ => coin p).real
      {ω : ℕ → Bool | coinSign (ω n) = -1} = p
    rw [hset, measureReal_def,
      hpre.measure_preimage (MeasurableSet.singleton true).nullMeasurableSet]
    simp [coin, p.2.1]

end

end AntiphaseDisorder
```

```lean
#print axioms AntiphaseDisorder.intensity_per_atom_tendsto
-- 'AntiphaseDisorder.intensity_per_atom_tendsto' depends on axioms: [propext, Classical.choice, Quot.sound]
#print axioms AntiphaseDisorder.intensity_ordered
-- 'AntiphaseDisorder.intensity_ordered' depends on axioms: [propext, Classical.choice, Quot.sound]
```

## Signs, domains and the beam they produce

Consider identical atoms on every second site of a lattice row, so that their order doubles the lattice period. At the half-order position their amplitudes all add in phase within one domain. An antiphase boundary shifts all later atoms by one lattice spacing and reverses the sign of their contributions. The model numbers the occupied sites $n=0,1,2,\dots$ and gives each a random sign $e_n$, which is $-1$ if a boundary lies just before it and $1$ otherwise. From here on, "site" means an occupied site, and distances are counted in these. Atom $j$ then scatters with the domain sign

$$s_j=e_0e_1\cdots e_j ,$$

which is `domainSign e j`. The first sign $e_0$ only sets the overall sign of the row and drops out of the intensity.

The structure `IsAntiphaseDisorder μ e p` collects the assumptions on the disorder. The signs are measurable functions on a probability space `Ω` with measure `μ`, they take only the values $1$ and $-1$, they are mutually independent (`iIndepFun`), and each equals $-1$ with probability $p$. Independence stands for boundaries that neither attract nor repel each other, and the common value of $p$ for a statistically uniform row. The last theorem, `isAntiphaseDisorder_witness`, constructs such disorder from an infinite row of biased coins for every $p$ in $[0,1]$.

The quantity `halfOrderIntensity μ e N` is

$$I_N=\mathbb E\big[(s_0+\dots+s_{N-1})^2\big],$$

the integral over `μ` of the squared amplitude. The main theorem, `intensity_per_atom_tendsto`, states that $I_N/N\to(1-p)/p$ whenever $p>0$. This includes $p=1$, where the domain signs alternate and the limit is zero. For $p=0$, `intensity_ordered` gives the coherent value $I_N=N^2$.

The model is one-dimensional, with single scattering from identical atoms of unit strength. It describes the ensemble mean at the exact half-order position, and says nothing about the beam profile, thermal motion or the intensity from one particular row. Within these limits, the finite-$N$ formula below is a reference value for a simulation of $N$ atoms that draws each boundary independently with probability $p>0$ and averages the intensity over many such rows.

## From correlations to a linear law

Write $q=1-2p$. One sign has mean $(1-p)-p=q$. In Lean, `mean_sign` obtains this by writing the sign as one minus twice the indicator of a boundary. Independence then gives a product of signs over $m$ distinct sites the mean $q^m$, which is `mean_prod`.

For two atoms $d$ sites apart, the shared signs square to one:

$$s_is_{i+d}=s_i^2\prod_{k=i+1}^{i+d}e_k=\prod_{k=i+1}^{i+d}e_k,
\qquad \mathbb E[s_is_{i+d}]=q^d .$$

The theorem `correlation` follows the same route: it splits the longer product at site $i+1$, removes the square with `domainSign_sq`, and counts the $d$ remaining factors.

Adding atom $N$ to the atoms $0,\dots,N-1$ and expanding the square gives

$$I_{N+1}=I_N+2\sum_{j=0}^{N-1}q^{N-j}+1 .$$

This is `intensity_succ`. Much of its proof establishes that the terms are integrable, which holds because products of domain signs are bounded by one; the integral can then be taken term by term.

For $p>0$ the geometric sum is

$$\sum_{j=0}^{N-1}q^{N-j}=\frac{q(1-q^N)}{1-q}=\frac{q(1-q^N)}{2p}.$$

Starting from $I_0=0$ and adding up the increments,

$$I_N=\sum_{M=0}^{N-1}\Big(1+\frac{q(1-q^M)}{p}\Big)
=N\Big(1+\frac qp\Big)-\frac qp\,\frac{1-q^N}{1-q},$$

and since $1+q/p=(1-p)/p$ and $1-q=2p$,

$$I_N=\frac{N(1-p)}{p}-\frac{q(1-q^N)}{2p^2}.$$

In `intensity_eq`, Lean proves the geometric sum and then the closed form by induction; `field_simp` and `ring` finish the algebra.

A probability cannot exceed one, so $|q|\le1$ and $|1-q^N|\le2$. The correction is therefore at most $1/p^2$ in size, as `intensity_bound` states. For $N\ge1$, division by $N$ yields

$$\left|\frac{I_N}{N}-\frac{1-p}{p}\right|\le\frac{1}{Np^2}\longrightarrow0 .$$

The proof of `intensity_per_atom_tendsto` uses `squeeze_zero'` for this step. Dividing the same bound by $N^2$ instead shows that $I_N/N^2\to0$, so the coherent growth is lost for every fixed $p>0$.

## How independence enters `mean_prod`

The induction in `mean_prod` adds one site `a` to a finite set `s`. To factor the mean, it needs $e_a$ to be independent of the whole product over `s`, and not merely of each factor. Mathlib supplies this through `indepFun_finsetProd_of_notMem`, which takes the mutual independence of the family, the measurability of its members and the fact that `a` is not in `s`. The lemma speaks of a product of functions, while the integral contains a product of their values at `ω`; the short step `hs` identifies the two. After that, `integral_fun_mul_eq_mul_integral` turns the mean of the product into the product of the means.

## Equal boundary probabilities alone are not enough

Suppose that all signs are copies of a single one, $e_n=e_0$, with $e_0=-1$ at probability $p$ and $0<p<1$. Each sign still has the prescribed boundary probability. With probability $1-p$ every domain sign is $1$ and the squared sum is $N^2$. With probability $p$ the domain signs alternate and the squared sum is $0$ or $1$. Hence

$$I_N\ge(1-p)N^2 ,$$

and $I_N/N$ diverges. Already at $p=1/2$ the intensity is at least $N^2/2$, whereas independent signs give exactly $N$.
